# A small imaginary energy fills a simple transmission node quadratically

Destructive interference in a molecular junction can make the transmission vanish at a particular energy \(E\). Transport codes often evaluate the Green function slightly off the real axis, at \(E+ih\) with a small broadening \(h>0\), and the computed curve then has a finite minimum where the zero should be. How high is that floor?

For a finite, non-interacting model, let \(H\) be the Hamiltonian matrix, including any lead self-energies, which are taken as independent of energy, and write \(G(z)=(z-H)^{-1}\). If \(E-H\) is invertible and \(G_{ij}(E)=0\), then

\[
\lim_{h\downarrow 0}\frac{G_{ij}(E+ih)}{h}=-i\,(G(E)^2)_{ij},
\]

where \(G^2\) is the matrix square. The \(i\) in \(E+ih\) and in the prefactor \(-i\) is the imaginary unit; in the subscripts, \(i\) and \(j\) label orbitals. When one lead couples only to orbital \(i\) and the other only to orbital \(j\), with constant strengths, the transmission is proportional to \(|G_{ij}|^2\), so its floor is quadratic in \(h\) if the right-hand side is non-zero.

## The model

```lean
import Mathlib

open Matrix Filter Topology
open scoped ComplexOrder

namespace BroadenedNode

noncomputable section

variable {n : Type*} [Fintype n] [DecidableEq n]
```

The finite type `n` labels the sites, or more generally the orthonormal basis orbitals. It may have any finite size.

```lean
/-- The Green function `(z - H)⁻¹` at complex energy `z`, meant for `z` that is not an
eigenvalue of `H`. -/
def green (H : Matrix n n ℂ) (z : ℂ) : Matrix n n ℂ :=
  (z • (1 : Matrix n n ℂ) - H)⁻¹
```

This is \(G(z)=(z-H)^{-1}\), with `z • 1` for the number \(z\) times the identity. `H` is any complex square matrix, so it may be an effective Hamiltonian that contains lead self-energies, provided these do not depend on energy. Lean assigns the value zero to the inverse of a singular matrix, which would create false nodes at eigenvalues; the theorems below therefore assume invertibility where they need it.

```lean
/-- The transmission `γL γR |G_ij|²` between a contact at site `i` and a contact at site `j`,
with coupling strengths `γL` and `γR`, for `z` that is not an eigenvalue of `H`. -/
def transmission (γL γR : ℝ) (H : Matrix n n ℂ) (z : ℂ) (i j : n) : ℝ :=
  γL * γR * ‖green H z i j‖ ^ 2
```

In ordinary notation, \(T(z)=\gamma_L\gamma_R|G_{ij}(z)|^2\). Each lead touches one site, and the constants \(\gamma_L,\gamma_R\) are the level widths that the leads induce there, taken as independent of energy. They enter only as prefactors: any effect of the leads on \(G\) itself must already be in `H`.

## Invertibility off the real axis

```lean
/-- For a Hermitian Hamiltonian, `z - H` is invertible at every energy `z` off the real axis. -/
theorem isUnit_det_of_isHermitian {H : Matrix n n ℂ} (hH : H.IsHermitian) {z : ℂ}
    (hz : z.im ≠ 0) : IsUnit (z • (1 : Matrix n n ℂ) - H).det := by
  rw [isUnit_iff_ne_zero]
  intro hdet
  obtain ⟨v, hv, hv0⟩ := Matrix.exists_mulVec_eq_zero_iff.mpr hdet
  have h1 : H *ᵥ v = z • v := by
    rw [Matrix.sub_mulVec, Matrix.smul_mulVec, Matrix.one_mulVec] at hv0
    exact (sub_eq_zero.mp hv0).symm
  -- the number `v† H v`, evaluated with `H` acting to the right and then to the left
  have h2 : star v ⬝ᵥ (H *ᵥ v) = z * (star v ⬝ᵥ v) := by
    rw [h1, dotProduct_smul, smul_eq_mul]
  have h3 : star v ⬝ᵥ (H *ᵥ v) = star z * (star v ⬝ᵥ v) := by
    have h : star v ᵥ* H = star (H *ᵥ v) := by rw [Matrix.star_mulVec, hH.eq]
    rw [Matrix.dotProduct_mulVec, h, h1, star_smul, smul_dotProduct, smul_eq_mul]
  have h4 : star v ⬝ᵥ v ≠ 0 := fun h => hv (dotProduct_star_self_eq_zero.mp h)
  have h5 : z = star z := mul_right_cancel₀ h4 (h2.symm.trans h3)
  exact hz (Complex.conj_eq_iff_im.mp h5.symm)
```

If \(H\) is Hermitian and \(\operatorname{Im}z\neq0\), then \(z-H\) is invertible. Lean expresses this as `IsUnit` of the determinant, which for complex numbers means that it is non-zero.

By hand, suppose the determinant vanishes. Then there is a vector \(v\neq0\) with \(Hv=zv\) (`h1`). Letting \(H\) act to the right, and then to the left, gives

\[
v^\dagger Hv=z\,v^\dagger v,\qquad v^\dagger Hv=\bar z\,v^\dagger v .
\]

These are `h2` and `h3`. Since \(v^\dagger v\neq0\) (`h4`), we get \(z=\bar z\), a contradiction. The vector need not be normalised, because its norm cancels.

For Hermitian \(H\) the broadened matrix \(E+ih-H\) is thus invertible at every \(h\neq0\). The limits below do not use Hermiticity.

## The energy derivative of the Green function

```lean
/-- The resolvent identity `G(z) - G(w) = (w - z) G(z) G(w)`, for `z - H` and `w - H`
invertible. -/
theorem resolvent_identity (H : Matrix n n ℂ) {z w : ℂ}
    (hz : IsUnit (z • (1 : Matrix n n ℂ) - H).det)
    (hw : IsUnit (w • (1 : Matrix n n ℂ) - H).det) :
    green H z - green H w = (w - z) • (green H z * green H w) := by
  have hBA : (w • (1 : Matrix n n ℂ) - H) - (z • (1 : Matrix n n ℂ) - H)
      = (w - z) • (1 : Matrix n n ℂ) := by module
  unfold green
  generalize z • (1 : Matrix n n ℂ) - H = A at hz hBA ⊢
  generalize w • (1 : Matrix n n ℂ) - H = B at hw hBA ⊢
  calc A⁻¹ - B⁻¹ = A⁻¹ * (B * B⁻¹) - (A⁻¹ * A) * B⁻¹ := by
        rw [Matrix.nonsing_inv_mul A hz, Matrix.mul_nonsing_inv B hw, mul_one, one_mul]
    _ = A⁻¹ * (B - A) * B⁻¹ := by
        rw [mul_sub, sub_mul, mul_assoc A⁻¹ B B⁻¹]
    _ = (w - z) • (A⁻¹ * B⁻¹) := by
        rw [hBA, mul_smul_comm, mul_one, smul_mul_assoc]
```

Put \(A=z-H\) and \(B=w-H\), both invertible. Then \(B-A=(w-z)\mathbb 1\), which is `hBA`, and

\[
A^{-1}-B^{-1}=A^{-1}(B-A)B^{-1}=(w-z)A^{-1}B^{-1}.
\]

The `calc` block is this line, with the products \(BB^{-1}\) and \(A^{-1}A\) inserted explicitly.

```lean
/-- Where `z₀ - H` is invertible, each entry of the Green function is complex differentiable
in the energy, with derivative `-(G²)_ij`. -/
theorem hasDerivAt_green_apply (H : Matrix n n ℂ) {z₀ : ℂ}
    (hz : IsUnit (z₀ • (1 : Matrix n n ℂ) - H).det) (i j : n) :
    HasDerivAt (fun z => green H z i j) (-(green H z₀ * green H z₀) i j) z₀ := by
  have hM : Continuous fun z : ℂ => z • (1 : Matrix n n ℂ) - H :=
    (continuous_id.smul continuous_const).sub continuous_const
  -- the inverse is continuous, being the adjugate over the determinant
  have hcont : ContinuousAt (green H) z₀ := by
    have h : green H = fun z => ((z • (1 : Matrix n n ℂ) - H).det)⁻¹ •
        (z • (1 : Matrix n n ℂ) - H).adjugate := by
      funext z
      rw [green, Matrix.inv_def, Ring.inverse_eq_inv']
    rw [h]
    exact (hM.matrix_det.continuousAt.inv₀ hz.ne_zero).smul hM.matrix_adjugate.continuousAt
  have hev : ∀ᶠ z in 𝓝 z₀, IsUnit (z • (1 : Matrix n n ℂ) - H).det :=
    (hM.matrix_det.continuousAt.eventually_ne hz.ne_zero).mono
      fun _ h => isUnit_iff_ne_zero.mpr h
  have hp : ContinuousAt (fun z => green H z * green H z₀) z₀ := hcont.mul continuousAt_const
  have hq : Tendsto (fun z => (green H z * green H z₀) i j) (𝓝 z₀)
      (𝓝 ((green H z₀ * green H z₀) i j)) :=
    ((continuous_id.matrix_elem i j).tendsto _).comp hp.tendsto
  -- the resolvent identity turns the difference quotient into a product
  rw [hasDerivAt_iff_tendsto_slope]
  refine (hq.neg.mono_left nhdsWithin_le_nhds).congr' ?_
  filter_upwards [hev.filter_mono nhdsWithin_le_nhds, self_mem_nhdsWithin] with z h1 h2
  have h3 : z - z₀ ≠ 0 := sub_ne_zero.mpr h2
  have h4 := congrFun (congrFun (resolvent_identity H h1 hz) i) j
  simp only [Matrix.sub_apply, Matrix.smul_apply, smul_eq_mul] at h4
  simp only [slope_def_field]
  rw [h4, eq_div_iff h3]
  ring
```

`HasDerivAt f f' z₀` says that `f` has derivative `f'` at `z₀`. Here the variable is complex, and the statement is

\[
\frac{dG_{ij}}{dz}\bigg|_{z_0}=-(G(z_0)^2)_{ij}.
\]

Setting \(w=z_0\) in the resolvent identity and dividing by \(z-z_0\) gives

\[
\frac{G(z)-G(z_0)}{z-z_0}=-G(z)G(z_0)\longrightarrow-G(z_0)^2 .
\]

Two facts support this step. First, \(z-H\) stays invertible near \(z_0\), because its determinant is continuous and non-zero there (`hev`). Second, \(G\) is continuous at \(z_0\), because it is the adjugate matrix divided by the determinant (`hcont`). The limit of the product is `hq`, and the last lines identify that product with the difference quotient, called `slope` in Lean.

## The limit at a node

```lean
/-- If `E - H` is invertible and `G_ij(E) = 0`, the broadened entry `G_ij(E + ih)` divided
by `h` tends to `-i (G²)_ij` as `h` decreases to zero. -/
theorem node_filling (H : Matrix n n ℂ) (E : ℝ)
    (hE : IsUnit ((E : ℂ) • (1 : Matrix n n ℂ) - H).det) (i j : n)
    (hnode : green H (E : ℂ) i j = 0) :
    Tendsto (fun h : ℝ => green H ((E : ℂ) + Complex.I * (h : ℂ)) i j / (h : ℂ)) (𝓝[>] 0)
      (𝓝 (-Complex.I * (green H (E : ℂ) * green H (E : ℂ)) i j)) := by
  have hline : HasDerivAt (fun h : ℝ => (E : ℂ) + Complex.I * (h : ℂ)) Complex.I 0 :=
    (((hasDerivAt_id (0 : ℝ)).ofReal_comp.const_mul Complex.I).const_add (E : ℂ)).congr_deriv
      (by simp)
  -- differentiate along the vertical line above `E`
  have hd := HasDerivAt.comp_of_eq (0 : ℝ) (hasDerivAt_green_apply H hE i j) hline (by simp)
  have hs := (hasDerivAt_iff_tendsto_slope.mp hd).mono_left
    (nhdsWithin_mono (0 : ℝ) (fun h hh => (Set.mem_Ioi.mp hh).ne'))
  have hval : -(green H (E : ℂ) * green H (E : ℂ)) i j * Complex.I
      = -Complex.I * (green H (E : ℂ) * green H (E : ℂ)) i j := by ring
  rw [← hval]
  refine hs.congr fun h => ?_
  simp only [slope, vsub_eq_sub, Function.comp_apply, Complex.ofReal_zero, mul_zero, add_zero,
    hnode, sub_zero, Complex.real_smul, Complex.ofReal_inv]
  rw [div_eq_inv_mul]
```

The hypotheses are `hE`, that \(E-H\) is invertible, and `hnode`, that \(G_{ij}(E)=0\). `E` is declared real, and `(E : ℂ)` is the same number regarded as complex. `Tendsto … (𝓝[>] 0) (𝓝 L)` reads "tends to \(L\) as \(h\) decreases to zero".

Follow the entry along the vertical line above \(E\) by setting \(f(h)=G_{ij}(E+ih)\). The line has derivative \(i\) with respect to \(h\) (`hline`), so the chain rule (`hd`) gives \(f'(0)=-i(G(E)^2)_{ij}\). The node condition says \(f(0)=0\), hence

\[
\frac{G_{ij}(E+ih)}{h}=\frac{f(h)-f(0)}{h}\longrightarrow f'(0)=-i\,(G(E)^2)_{ij}.
\]

In the code, `hs` restricts the two-sided limit to \(h>0\), and the final `simp only` uses `hnode` to remove \(f(0)\).

```lean
/-- At a simple node (`E - H` invertible, `G_ij(E) = 0`, non-zero energy derivative) and for
positive couplings, the transmission at `E + ih` divided by `h²` tends to the positive number
`γL γR |dG_ij/dE|²` as `h` decreases to zero. -/
theorem quadratic_floor (H : Matrix n n ℂ) (E : ℝ)
    (hE : IsUnit ((E : ℂ) • (1 : Matrix n n ℂ) - H).det) (i j : n)
    (hnode : green H (E : ℂ) i j = 0)
    (hsimple : deriv (fun ε : ℝ => green H (ε : ℂ) i j) E ≠ 0)
    {γL γR : ℝ} (hL : 0 < γL) (hR : 0 < γR) :
    0 < γL * γR * ‖deriv (fun ε : ℝ => green H (ε : ℂ) i j) E‖ ^ 2 ∧
    Tendsto (fun h : ℝ => transmission γL γR H ((E : ℂ) + Complex.I * (h : ℂ)) i j / h ^ 2)
      (𝓝[>] 0) (𝓝 (γL * γR * ‖deriv (fun ε : ℝ => green H (ε : ℂ) i j) E‖ ^ 2)) := by
  refine ⟨mul_pos (mul_pos hL hR) (pow_pos (norm_pos_iff.mpr hsimple) 2), ?_⟩
  have hder : deriv (fun ε : ℝ => green H (ε : ℂ) i j) E
      = -(green H (E : ℂ) * green H (E : ℂ)) i j :=
    (hasDerivAt_green_apply H hE i j).comp_ofReal.deriv
  have hc : ‖-Complex.I * (green H (E : ℂ) * green H (E : ℂ)) i j‖
      = ‖deriv (fun ε : ℝ => green H (ε : ℂ) i j) E‖ := by
    rw [hder, norm_mul, norm_neg, norm_neg, Complex.norm_I, one_mul]
  have h := ((node_filling H E hE i j hnode).norm.pow 2).const_mul (γL * γR)
  rw [hc] at h
  refine h.congr fun t => ?_
  simp only [transmission, norm_div, Complex.norm_real, Real.norm_eq_abs, div_pow, sq_abs]
  ring
```

The extra hypothesis `hsimple` makes the node simple: the derivative of \(G_{ij}\) along the real energy axis is non-zero at \(E\). Both couplings are positive. The conclusion has two parts joined by `∧`: the number \(\gamma_L\gamma_R|dG_{ij}/dE|^2\) is positive, and it is the limit of \(T(E+ih)/h^2\).

The calculation squares the previous limit:

\[
\frac{T(E+ih)}{h^2}=\gamma_L\gamma_R\left|\frac{G_{ij}(E+ih)}{h}\right|^2
\longrightarrow\gamma_L\gamma_R\,|(G(E)^2)_{ij}|^2
=\gamma_L\gamma_R\left|\frac{dG_{ij}}{dE}\right|^2 .
\]

The last equality is the derivative formula on the real axis (`hder`), and `hc` removes the factor \(-i\), which has modulus one. If the derivative vanished, the ratio would tend to zero: the transmission at the node energy would vanish faster than \(h^2\).

In a simulation of such a finite, non-interacting model with constant self-energies, halving a small \(h\) should therefore reduce the transmission at a simple node to about a quarter. The theorem gives the leading behaviour at the node energy, with no error bound at a given \(h\).

The model could also have used a non-orthogonal basis with overlap matrix \(S\), as is common in electronic structure, and \(G(z)=(zS-H)^{-1}\). The same argument by hand then gives the limit \(-i(GSG)_{ij}\): the floor of a simple node is still quadratic, but the overlap enters its coefficient.

## Two sites, the smallest molecule with a node

A single site of energy \(\varepsilon\) has \(G=1/(E-\varepsilon)\), which is never zero. Two sites are enough.

```lean
/-- The Hamiltonian of two sites at zero energy joined by a real hopping `t`. -/
def dimer (t : ℝ) : Matrix (Fin 2) (Fin 2) ℂ := !![0, (t : ℂ); (t : ℂ), 0]
```

The matrix is \(H=\begin{pmatrix}0&t\\t&0\end{pmatrix}\), with real hopping \(t\). `Fin 2` numbers the sites 0 and 1.

```lean
/-- The Green function of the two-site molecule with hopping `t ≠ 0` at energy `ih`. -/
theorem dimer_green {t : ℝ} (ht : t ≠ 0) (h : ℝ) :
    green (dimer t) (Complex.I * (h : ℂ)) =
      !![-(Complex.I * (h : ℂ)) / ((h : ℂ) ^ 2 + (t : ℂ) ^ 2),
          -(t : ℂ) / ((h : ℂ) ^ 2 + (t : ℂ) ^ 2);
         -(t : ℂ) / ((h : ℂ) ^ 2 + (t : ℂ) ^ 2),
          -(Complex.I * (h : ℂ)) / ((h : ℂ) ^ 2 + (t : ℂ) ^ 2)] := by
  have hD : (h : ℂ) ^ 2 + (t : ℂ) ^ 2 ≠ 0 := by
    have h0 : h ^ 2 + t ^ 2 ≠ 0 := by positivity
    exact_mod_cast h0
  have hM : (Complex.I * (h : ℂ)) • (1 : Matrix (Fin 2) (Fin 2) ℂ) - dimer t =
      !![Complex.I * (h : ℂ), -(t : ℂ); -(t : ℂ), Complex.I * (h : ℂ)] := by
    ext a b
    fin_cases a <;> fin_cases b <;> simp [dimer]
  have hc := mul_inv_cancel₀ hD
  -- the diagonal and off-diagonal entries of the product
  have e1 : Complex.I * (h : ℂ) * (-(Complex.I * (h : ℂ)) / ((h : ℂ) ^ 2 + (t : ℂ) ^ 2))
      + -(t : ℂ) * (-(t : ℂ) / ((h : ℂ) ^ 2 + (t : ℂ) ^ 2)) = 1 := by
    linear_combination hc - (h : ℂ) ^ 2 * ((h : ℂ) ^ 2 + (t : ℂ) ^ 2)⁻¹ * Complex.I_sq
  have e2 : Complex.I * (h : ℂ) * (-(t : ℂ) / ((h : ℂ) ^ 2 + (t : ℂ) ^ 2))
      + -(t : ℂ) * (-(Complex.I * (h : ℂ)) / ((h : ℂ) ^ 2 + (t : ℂ) ^ 2)) = 0 := by
    ring
  rw [green, hM]
  apply Matrix.inv_eq_right_inv
  rw [Matrix.mul_fin_two, Matrix.one_fin_two, e1, e2, (add_comm _ _).trans e2,
    (add_comm _ _).trans e1]
```

For \(t\neq0\), inverting the two-by-two matrix by hand gives

\[
G(ih)=\begin{pmatrix}ih&-t\\-t&ih\end{pmatrix}^{-1}
=\frac{-1}{h^2+t^2}\begin{pmatrix}ih&t\\t&ih\end{pmatrix}.
\]

Lean checks the answer by multiplication. `hM` writes out \(ih-H\), `e1` shows that the diagonal entries of the product are \((h^2+t^2)/(h^2+t^2)=1\), and `e2` shows that the off-diagonal terms cancel. `Matrix.inv_eq_right_inv` then concludes that the proposed matrix is the inverse.

```lean
/-- With both contacts on the same site of the two-site molecule with hopping `t ≠ 0`, the
transmission at energy `ih` is `γL γR h² / (h² + t²)²`. -/
theorem dimer_transmission {t : ℝ} (ht : t ≠ 0) (γL γR h : ℝ) :
    transmission γL γR (dimer t) (Complex.I * (h : ℂ)) 0 0
      = γL * γR * h ^ 2 / (h ^ 2 + t ^ 2) ^ 2 := by
  have e : green (dimer t) (Complex.I * (h : ℂ)) 0 0
      = -(Complex.I * (h : ℂ)) / ((h ^ 2 + t ^ 2 : ℝ) : ℂ) := by
    rw [dimer_green ht]
    push_cast
    rfl
  rw [transmission, e]
  simp only [norm_div, norm_neg, norm_mul, Complex.norm_I, one_mul, Complex.norm_real,
    Real.norm_eq_abs, div_pow, sq_abs]
  ring

end

end BroadenedNode
```

With both contacts on site 0, site 1 acts as a side group. The modulus squared of \(G_{00}(ih)=-ih/(h^2+t^2)\) gives

\[
T(ih)=\gamma_L\gamma_R\frac{h^2}{(h^2+t^2)^2}.
\]

At \(h=0\) this is the node. For \(|h|\ll|t|\) it is approximately \(\gamma_L\gamma_R h^2/t^4\), in agreement with the general coefficient, since \(G_{00}(E)=E/(E^2-t^2)\) has slope \(-1/t^2\) at \(E=0\). The quadratic regime ends when \(h\) becomes comparable to the hopping. The `dimer` matrix contains no lead self-energy, so the formula describes weakly coupled contacts.

```lean
#print axioms BroadenedNode.isUnit_det_of_isHermitian
#print axioms BroadenedNode.quadratic_floor
#print axioms BroadenedNode.dimer_transmission
```

```
'BroadenedNode.isUnit_det_of_isHermitian' depends on axioms: [propext, Classical.choice, Quot.sound]
'BroadenedNode.quadratic_floor' depends on axioms: [propext, Classical.choice, Quot.sound]
'BroadenedNode.dimer_transmission' depends on axioms: [propext, Classical.choice, Quot.sound]
```
